# For positive definite A + w, the RPA equations fold into a Tamm–Dancoff problem with a negative semidefinite correction

Let $A$ and $B$ be real symmetric matrices of the same size, and let $w$ be a real number for which $A+w$, that is, $A$ plus $w$ times the identity matrix, is positive definite. Then the RPA equations

$$AX+BY=wX,\qquad BX+AY=-wY$$

hold exactly when

$$Y=-(A+w)^{-1}BX,\qquad \bigl(A+\Sigma(w)\bigr)X=wX,\qquad \Sigma(w)=-B(A+w)^{-1}B .$$

The matrix $\Sigma(w)$, which is what the Tamm–Dancoff approximation (TDA) leaves out, is symmetric and negative semidefinite.

Equations of this form arise in linear-response TDDFT with a frequency-independent kernel and in the Bethe–Salpeter equation with static screening, for real orbitals and a finite set of transitions. In that setting, at frequencies where $A+w$ is positive definite, the result writes the neglect of $Y$ as the neglect of a frequency-dependent term whose expectation values are never positive.

## Amplitudes, resolvent and correction

The index type `n` labels the particle-hole transitions. It is finite and otherwise arbitrary.

```lean
import Mathlib

open Matrix

namespace TammDancoffFolding

noncomputable section

variable {n : Type*} [Fintype n] [DecidableEq n]
```

The matrix $A$ couples excitations to one another and contains the orbital energy differences; $B$ couples excitations to de-excitations. The vectors $X$ and $Y$ hold the corresponding amplitudes. In Lean, `*ᵥ` is the matrix-vector product, `⬝ᵥ` the scalar product and `•` multiplication by a number. The definition fixes the sign convention $-wY$ in the second equation. It imposes no normalisation and admits $X=Y=0$. With every solution it also admits the mirror solution, in which $X$ and $Y$ are exchanged and $w$ is replaced by $-w$. A genuine excitation is a solution with $w>0$ and $X\cdot X>Y\cdot Y$.

```lean
/-- The RPA equations for excitation amplitudes `X`, de-excitation amplitudes `Y` and
frequency `w`: `A X + B Y = w X` and `B X + A Y = -w Y`. -/
def IsRPASolution (A B : Matrix n n ℝ) (w : ℝ) (X Y : n → ℝ) : Prop :=
  A *ᵥ X + B *ᵥ Y = w • X ∧ B *ᵥ X + A *ᵥ Y = -(w • Y)
```

Write $R(w)=(A+w)^{-1}$, where $w$ stands for $w$ times the identity matrix.

```lean
/-- The resolvent `(A + w)⁻¹` of the de-excitation block. -/
def resolvent (A : Matrix n n ℝ) (w : ℝ) : Matrix n n ℝ :=
  (A + w • (1 : Matrix n n ℝ))⁻¹
```

The correction is then $\Sigma(w)=-B\,R(w)\,B$. It describes a passage from excitations to de-excitations and back.

```lean
/-- The frequency-dependent correction `-B (A + w)⁻¹ B` to the Tamm-Dancoff matrix `A`. -/
def correction (A B : Matrix n n ℝ) (w : ℝ) : Matrix n n ℝ :=
  -(B * resolvent A w * B)
```

## Solving for the de-excitation amplitudes

A positive definite matrix has positive determinant and is therefore invertible. Hence

$$(A+w)y=v\iff y=R(w)v,$$

where one direction multiplies by $R(w)$ and the other by $A+w$.

For symmetric $A$ and at least one transition, positive definiteness of $A+w$ means that $w$ lies above $-\varepsilon$, where $\varepsilon$ is the lowest eigenvalue of $A$, that is, the lowest TDA excitation energy. If all TDA energies are positive, every $w\ge0$ qualifies. For real matrices, `PosDef` includes symmetry, so this hypothesis also makes $A$ symmetric.

```lean
/-- If `A + w` is positive definite, the linear system `(A + w) y = v` has the unique
solution `y = (A + w)⁻¹ v`. -/
theorem solve_iff {A : Matrix n n ℝ} {w : ℝ}
    (hA : (A + w • (1 : Matrix n n ℝ)).PosDef) (y v : n → ℝ) :
    (A + w • (1 : Matrix n n ℝ)) *ᵥ y = v ↔ y = resolvent A w *ᵥ v := by
  have hu : IsUnit (A + w • (1 : Matrix n n ℝ)).det := hA.det_pos.ne'.isUnit
  unfold resolvent
  constructor
  · rintro rfl
    rw [mulVec_mulVec, nonsing_inv_mul _ hu, one_mulVec]
  · rintro rfl
    rw [mulVec_mulVec, mul_nonsing_inv _ hu, one_mulVec]
```

## The sign of the correction

For a symmetric matrix $M$,

$$x\cdot My=(Mx)\cdot y .$$

```lean
omit [DecidableEq n] in
/-- A real symmetric matrix can be moved from one side of a scalar product to the other. -/
theorem dot_symm {M : Matrix n n ℝ} (hM : Mᵀ = M) (x y : n → ℝ) :
    x ⬝ᵥ (M *ᵥ y) = (M *ᵥ x) ⬝ᵥ y := by
  rw [dotProduct_mulVec, ← mulVec_transpose, hM]
```

The inverse of a positive definite matrix is positive definite. It is symmetric, because the transpose of an inverse is the inverse of the transpose. Moreover, if $v\ne0$ and $u=R(w)v$, then $u\neq0$ and

$$v\cdot R(w)v=\bigl((A+w)u\bigr)\cdot u=u\cdot(A+w)u>0 .$$

Mathlib supplies this fact as `PosDef.inv`. The lemma extracts from it the symmetry of $R(w)$ and the strict inequality.

```lean
/-- If `A + w` is positive definite, its resolvent is symmetric and has a positive
expectation value in every nonzero vector. -/
theorem resolvent_pos {A : Matrix n n ℝ} {w : ℝ}
    (hA : (A + w • (1 : Matrix n n ℝ)).PosDef) :
    (resolvent A w)ᵀ = resolvent A w ∧
      ∀ v : n → ℝ, v ≠ 0 → 0 < v ⬝ᵥ (resolvent A w *ᵥ v) := by
  have hR : (resolvent A w).PosDef := hA.inv
  constructor
  · have h := hR.isHermitian.eq
    rwa [conjTranspose_eq_transpose_of_trivial] at h
  · intro v hv
    simpa only [star_trivial] using hR.dotProduct_mulVec_pos hv
```

Moving one factor of $B$ across the scalar product gives

$$x\cdot\Sigma(w)x=-x\cdot B\,R(w)\,Bx=-(Bx)\cdot R(w)(Bx)\le0 .$$

By the strict inequality for $R(w)$, the value is zero only if $Bx=0$, and in that case it is plainly zero. The identity is `hq` in the proof, and the case distinction on `B *ᵥ x = 0` does the rest.

```lean
/-- For symmetric `B` and positive definite `A + w`, the expectation value `x·Σ x` of the correction
`Σ = -B (A + w)⁻¹ B` is never positive, and it vanishes exactly when `B x = 0`. -/
theorem correction_nonpos {A B : Matrix n n ℝ} {w : ℝ} (hB : Bᵀ = B)
    (hA : (A + w • (1 : Matrix n n ℝ)).PosDef) (x : n → ℝ) :
    x ⬝ᵥ (correction A B w *ᵥ x) ≤ 0 ∧
      (x ⬝ᵥ (correction A B w *ᵥ x) = 0 ↔ B *ᵥ x = 0) := by
  -- the expectation value is minus that of the resolvent in the vector `B x`
  have hq : x ⬝ᵥ (correction A B w *ᵥ x) =
      -((B *ᵥ x) ⬝ᵥ (resolvent A w *ᵥ (B *ᵥ x))) := by
    rw [← dot_symm hB, correction, neg_mulVec, dotProduct_neg, ← mulVec_mulVec,
      ← mulVec_mulVec]
  rw [hq]
  by_cases h : B *ᵥ x = 0
  · simp [h]
  · have hp := (resolvent_pos hA).2 _ h
    exact ⟨by linarith, fun h0 => by linarith, fun h0 => absurd h0 h⟩
```

## Folding the two equations into one

Collecting the terms in $Y$ turns the second RPA equation into a linear system:

$$BX+AY=-wY\iff(A+w)Y=-BX\iff Y=-R(w)BX .$$

Inserting this in the first equation gives

$$wX=AX+BY=AX-B\,R(w)\,BX=\bigl(A+\Sigma(w)\bigr)X .$$

Conversely, if $Y$ has this value and $X$ solves the folded equation, reading the line backwards restores the first RPA equation. Symmetry of the correction follows from

$$\Sigma(w)^{T}=-B^{T}R(w)^{T}B^{T}=\Sigma(w).$$

The theorem collects three statements: the equivalence for all $X$ and $Y$, the symmetry of `correction A B w`, and the nonpositive quadratic form. The last two together are negative semidefiniteness. In the proof, `e` rearranges the second equation, `solve_iff` solves it, and `c` identifies the substituted first equation with the folded one.

The equivalence is stated at a fixed $w$. Because $\Sigma$ depends on $w$, the folded equation is a nonlinear eigenvalue problem: $w$ must be an eigenvalue of the matrix $A+\Sigma(w)$ that it defines. The original RPA equations, for $X$ and $Y$ together, are a linear eigenvalue problem of twice the size.

```lean
/-- For symmetric `B` and positive definite `A + w`, the RPA equations are equivalent to
`Y = -(A + w)⁻¹ B X` together with `(A - B (A + w)⁻¹ B) X = w X`, and the correction
`-B (A + w)⁻¹ B` to the Tamm-Dancoff matrix is symmetric and negative semidefinite. -/
theorem rpa_iff_corrected_tda {A B : Matrix n n ℝ} {w : ℝ} (hB : Bᵀ = B)
    (hA : (A + w • (1 : Matrix n n ℝ)).PosDef) :
    (∀ X Y : n → ℝ, IsRPASolution A B w X Y ↔
      Y = -(resolvent A w *ᵥ (B *ᵥ X)) ∧ (A + correction A B w) *ᵥ X = w • X) ∧
    (correction A B w)ᵀ = correction A B w ∧
    ∀ x : n → ℝ, x ⬝ᵥ (correction A B w *ᵥ x) ≤ 0 := by
  refine ⟨fun X Y => ?_, ?_, fun x => (correction_nonpos hB hA x).1⟩
  · -- the second RPA equation is a linear system for `Y`
    have e : B *ᵥ X + A *ᵥ Y = -(w • Y) ↔
        (A + w • (1 : Matrix n n ℝ)) *ᵥ Y = -(B *ᵥ X) := by
      rw [add_mulVec, smul_mulVec, one_mulVec]
      constructor <;> intro h <;> linear_combination (norm := module) h
    -- inserting its solution in the first equation produces the correction
    have c : (A + correction A B w) *ᵥ X =
        A *ᵥ X + B *ᵥ (-(resolvent A w *ᵥ (B *ᵥ X))) := by
      rw [correction, add_mulVec, neg_mulVec, mulVec_neg, ← mulVec_mulVec,
        ← mulVec_mulVec]
    rw [IsRPASolution, e, solve_iff hA, mulVec_neg, c]
    constructor
    · rintro ⟨h1, h2⟩
      exact ⟨h2, by rw [← h2]; exact h1⟩
    · rintro ⟨h2, h1⟩
      exact ⟨by rw [h2]; exact h1, h2⟩
  · rw [correction, transpose_neg, transpose_mul, transpose_mul, hB,
      (resolvent_pos hA).1, Matrix.mul_assoc]
```

The proof turns on the rearrangement `e`, which is closed by `linear_combination (norm := module) h`. This tactic proves an equation by comparing it with a known one, `h`: it takes the difference of the two and checks that everything cancels. Its default normaliser, `ring1`, is made for commutative rings. Here the terms are vectors multiplied by real scalars, so the check is handed to `module`, which knows the rules of vector addition and scalar multiplication. It treats `A *ᵥ Y` and `B *ᵥ X` as unanalysed vectors. Both directions of `e` pass the same check, since each equation says that $AY+wY+BX=0$.

## A weaker correction at higher frequency

Let $w\le w'$ and put $d=w'-w$. Then $A+w'=(A+w)+d$ is again positive definite. Fix $x$, let $v=Bx$ and $u=R(w')v$. From $(A+w')u=v$ one obtains

$$(A+w)u=v-du,\qquad\text{so}\qquad R(w)v=u+d\,R(w)u ,$$

which is the resolvent identity applied to $v$. Symmetry of $R(w)$ gives

$$v\cdot R(w)u=(R(w)v)\cdot u=u\cdot u+d\,u\cdot R(w)u\ge0 .$$

Therefore

$$v\cdot R(w)v=v\cdot u+d\,v\cdot R(w)u\ge v\cdot u=v\cdot R(w')v ,$$

and a change of sign yields $x\cdot\Sigma(w)x\le x\cdot\Sigma(w')x$. In the code, `h4` is the resolvent identity, `h5` the symmetry step, and `h8` the nonnegative remainder.

```lean
/-- For symmetric `B` and positive definite `A + w`, the expectation value of the correction in any
fixed vector does not decrease when the frequency is raised from `w` to `w'`. -/
theorem correction_mono {A B : Matrix n n ℝ} {w w' : ℝ} (hB : Bᵀ = B)
    (hA : (A + w • (1 : Matrix n n ℝ)).PosDef) (hw : w ≤ w') (x : n → ℝ) :
    x ⬝ᵥ (correction A B w *ᵥ x) ≤ x ⬝ᵥ (correction A B w' *ᵥ x) := by
  have hd : 0 ≤ w' - w := sub_nonneg.mpr hw
  have hA' : (A + w' • (1 : Matrix n n ℝ)).PosDef := by
    have h := hA.add_posSemidef ((Matrix.PosSemidef.one (n := n) (R := ℝ)).smul hd)
    have e : A + w' • (1 : Matrix n n ℝ) =
        A + w • (1 : Matrix n n ℝ) + (w' - w) • (1 : Matrix n n ℝ) := by module
    rw [e]
    exact h
  have hq : ∀ t : ℝ, x ⬝ᵥ (correction A B t *ᵥ x) =
      -((B *ᵥ x) ⬝ᵥ (resolvent A t *ᵥ (B *ᵥ x))) := by
    intro t
    rw [← dot_symm hB, correction, neg_mulVec, dotProduct_neg, ← mulVec_mulVec,
      ← mulVec_mulVec]
  rw [hq, hq]
  generalize B *ᵥ x = v
  obtain ⟨u, hu⟩ : ∃ u, u = resolvent A w' *ᵥ v := ⟨_, rfl⟩
  -- resolvent identity applied to `v`
  have h1 := (solve_iff hA' u v).mpr hu
  have h2 : (A + w • (1 : Matrix n n ℝ)) *ᵥ u = v - (w' - w) • u := by
    rw [add_mulVec, smul_mulVec, one_mulVec] at h1 ⊢
    linear_combination (norm := module) h1
  have h3 := (solve_iff hA u _).mp h2
  rw [mulVec_sub, mulVec_smul] at h3
  have h4 : resolvent A w *ᵥ v = u + (w' - w) • (resolvent A w *ᵥ u) := by
    linear_combination (norm := module) -h3
  have h5 : v ⬝ᵥ (resolvent A w *ᵥ u) =
      u ⬝ᵥ u + (w' - w) * (u ⬝ᵥ (resolvent A w *ᵥ u)) := by
    rw [dot_symm (resolvent_pos hA).1, h4, add_dotProduct, smul_dotProduct,
      smul_eq_mul, dotProduct_comm (resolvent A w *ᵥ u) u]
  have h6 : 0 ≤ u ⬝ᵥ (resolvent A w *ᵥ u) := by
    by_cases h : u = 0
    · simp [h]
    · exact ((resolvent_pos hA).2 u h).le
  have h7 : 0 ≤ u ⬝ᵥ u := Finset.sum_nonneg fun i _ => mul_self_nonneg (u i)
  have h8 : 0 ≤ (w' - w) * (v ⬝ᵥ (resolvent A w *ᵥ u)) := by
    rw [h5]
    positivity
  rw [← hu, h4, dotProduct_add, dotProduct_smul, smul_eq_mul]
  linarith
```

## The frequency against the Tamm–Dancoff expectation value

Projecting the folded equation on $X$ gives

$$w\,X\cdot X=X\cdot AX+X\cdot\Sigma(w)X\le X\cdot AX .$$

Equality holds exactly when $X\cdot\Sigma(w)X=0$, which means $BX=0$. If $BX=0$, then $Y=-R(w)BX=0$; if $Y=0$, the second RPA equation reduces to $BX=0$. So equality occurs exactly when the de-excitation amplitudes vanish.

For $X\ne0$, division by $X\cdot X$ gives

$$w\le\frac{X\cdot AX}{X\cdot X}.$$

The right-hand side is the TDA expectation value in the excitation part of the RPA solution itself. In general it is not a TDA eigenvalue, so the theorem does not compare the two spectra level by level.

```lean
/-- For an RPA solution with symmetric `B` and positive definite `A + w`, `w X·X` is at most the
Tamm-Dancoff expression `X·A X`, with equality exactly when the de-excitation amplitudes `Y` vanish.
-/
theorem frequency_le_tda_expectation {A B : Matrix n n ℝ} {w : ℝ} (hB : Bᵀ = B)
    (hA : (A + w • (1 : Matrix n n ℝ)).PosDef) {X Y : n → ℝ}
    (h : IsRPASolution A B w X Y) :
    w * (X ⬝ᵥ X) ≤ X ⬝ᵥ (A *ᵥ X) ∧ (w * (X ⬝ᵥ X) = X ⬝ᵥ (A *ᵥ X) ↔ Y = 0) := by
  obtain ⟨hY, hX⟩ := ((rpa_iff_corrected_tda hB hA).1 X Y).mp h
  obtain ⟨hle, heq⟩ := correction_nonpos hB hA X
  -- project the folded equation on `X`
  have hp := congrArg (fun v => X ⬝ᵥ v) hX
  simp only [add_mulVec, dotProduct_add, dotProduct_smul, smul_eq_mul] at hp
  refine ⟨by linarith, fun h0 => ?_, fun h0 => ?_⟩
  · rw [hY, heq.mp (by linarith), mulVec_zero, neg_zero]
  · have hBX : B *ᵥ X = 0 := by
      have h2 := h.2
      rw [h0] at h2
      simpa using h2
    linarith [heq.mpr hBX]
```

## Two coupled transitions at w = 3

Take

$$A=\begin{pmatrix}3&2\\2&3\end{pmatrix},\qquad B=\begin{pmatrix}2&2\\2&2\end{pmatrix},\qquad w=3,\qquad X=\begin{pmatrix}2\\2\end{pmatrix}.$$

Then $BX=(8,8)$. The matrix

$$A+3=\begin{pmatrix}6&2\\2&6\end{pmatrix}$$

sends $(1,1)$ to $(8,8)$, so $Y=-(1,1)$. Both RPA equations can be checked directly:

$$AX+BY=(10,10)-(4,4)=(6,6)=3X,$$
$$BX+AY=(8,8)-(5,5)=(3,3)=-3Y .$$

The correction is

$$\Sigma(3)=-\begin{pmatrix}1&1\\1&1\end{pmatrix},$$

and $(A+\Sigma(3))X=(10,10)-(4,4)=3X$, as the folded equation requires. With the usual RPA normalisation $X\cdot X-Y\cdot Y=1$, the amplitudes become $X=(2,2)/\sqrt6$ and $Y=-(1,1)/\sqrt6$.

Here $X$ happens to be an eigenvector of $A$ as well, with TDA energy $5$, so the coupling to de-excitations lowers this excitation from $5$ to $3$. In terms of the unnormalised vectors, the inequality above reads $24\le40$.

The theorem below checks that $B$ is symmetric, that $A+3$ is positive definite and that the RPA equations hold. Positive definiteness follows from

$$6x_0^2+4x_0x_1+6x_1^2=4(x_0^2+x_1^2)+2(x_0+x_1)^2,$$

which is positive for $(x_0,x_1)\neq(0,0)$; the square $(x_0+x_1)^2$ is the hint passed to `nlinarith`.

```lean
/-- Two coupled transitions with `A = [[3, 2], [2, 3]]` and `B = [[2, 2], [2, 2]]` satisfy
the hypotheses at `w = 3`, with amplitudes `X = (2, 2)` and `Y = (-1, -1)`. -/
theorem rpa_witness :
    (!![2, 2; 2, 2] : Matrix (Fin 2) (Fin 2) ℝ)ᵀ = !![2, 2; 2, 2] ∧
    ((!![3, 2; 2, 3] : Matrix (Fin 2) (Fin 2) ℝ) +
      (3 : ℝ) • (1 : Matrix (Fin 2) (Fin 2) ℝ)).PosDef ∧
    IsRPASolution !![3, 2; 2, 3] !![2, 2; 2, 2] 3 ![2, 2] ![-1, -1] := by
  refine ⟨?_, ?_, ?_, ?_⟩
  · ext i j
    fin_cases i <;> fin_cases j <;> rfl
  · have e : (!![3, 2; 2, 3] : Matrix (Fin 2) (Fin 2) ℝ) +
        (3 : ℝ) • (1 : Matrix (Fin 2) (Fin 2) ℝ) = !![6, 2; 2, 6] := by
      ext i j
      fin_cases i <;> fin_cases j <;> norm_num
    rw [e, posDef_iff_dotProduct_mulVec]
    constructor
    · ext i j
      fin_cases i <;> fin_cases j <;> simp
    · intro x hx
      have hne : x 0 ≠ 0 ∨ x 1 ≠ 0 := by
        by_contra hc
        push Not at hc
        exact hx (by ext i; fin_cases i <;> simp [hc.1, hc.2])
      have hs : 0 < x 0 ^ 2 + x 1 ^ 2 := by
        rcases hne with h | h <;> positivity
      simp only [star_trivial, dotProduct, mulVec, Fin.sum_univ_two, of_apply,
        cons_val_zero, cons_val_one]
      nlinarith [sq_nonneg (x 0 + x 1)]
  · ext i
    fin_cases i <;> norm_num [mulVec, dotProduct, Fin.sum_univ_two]
  · ext i
    fin_cases i <;> norm_num [mulVec, dotProduct, Fin.sum_univ_two]

end

end TammDancoffFolding
```

```lean
#print axioms TammDancoffFolding.rpa_iff_corrected_tda
-- 'TammDancoffFolding.rpa_iff_corrected_tda' depends on axioms: [propext, Classical.choice, Quot.sound]
#print axioms TammDancoffFolding.correction_mono
-- 'TammDancoffFolding.correction_mono' depends on axioms: [propext, Classical.choice, Quot.sound]
#print axioms TammDancoffFolding.frequency_le_tda_expectation
-- 'TammDancoffFolding.frequency_le_tda_expectation' depends on axioms: [propext, Classical.choice, Quot.sound]
```
